# Transmission past a Dirichlet stub at a Kirchhoff vertex

Take a one-dimensional wire with a side branch of length $L$ attached at one point and closed by a hard wall, so that the wave function vanishes at its far end. Send in a wave of unit amplitude and wave number $k$, and call $r$ and $t$ the reflected and transmitted amplitudes. If $kL=\pi$, the standing wave in the branch has a node at the wall and another at the junction. Continuity forces the wave on the wire to vanish there too, so $t=0$ and $r=-1$: the wire is blocked although it carries no potential. If $kL=\pi/2$, the standing wave has zero slope at the junction, the branch takes no part in the balance of derivatives, and the wave passes with $t=1$, $r=0$. The single phase $\theta=kL$ controls everything between these two cases.

## The identity

Let $A$ be the amplitude of the standing wave in the stub. The matching equations at the junction are

$$1+r=t,\qquad t=A\sin\theta,\qquad i(r-1)+it=A\cos\theta .$$

For every real $\theta$ they have exactly one solution. With $D=2i\sin\theta-\cos\theta$ it is

$$r=\frac{\cos\theta}{D},\qquad t=\frac{2i\sin\theta}{D},\qquad A=\frac{2i}{D},$$

and the probabilities are

$$|t|^2=\frac{4\sin^2\theta}{4\sin^2\theta+\cos^2\theta},\qquad |r|^2=\frac{\cos^2\theta}{4\sin^2\theta+\cos^2\theta},\qquad |r|^2+|t|^2=1 .$$

At $\theta=\pi$ one has $D=1$, $r=-1$, $t=0$, $A=2i$; at $\theta=\pi/2$ one has $D=2i$, $r=0$, $t=1$, $A=1$; at $\theta=\pi/4$ the transmission probability is $4/5$.

## Where a code relies on it

For non-interacting electrons in single-channel wires of zero width, $|t|^2$ at the Fermi wave number is the transmission that enters the Landauer conductance at zero temperature and in linear response, and the stub is a small graph in which interference alone switches it between 0 and 1. A solver for scattering on graphs can assemble the vertex conditions into a linear system at each energy, and a direct solution then requires that the system have exactly one solution. For this graph the result says that the system in the three unknowns $(r,t,A)$ has one solution at every real $\theta$, the values $\theta=n\pi$ with integer $n$ included, so a scan over $k\neq0$ needs no special treatment of any point. The closed forms give reference values for the complex amplitudes, which expose sign errors in the vertex condition that the sum $|r|^2+|t|^2$ may not reveal, and the positions of the zeros of $t$ and $r$ check the phase accumulated along the stub.

## Derivation

Put a coordinate $x\ge0$ on each of the three edges, measured outward from the vertex. With time dependence $e^{-iEt'/\hbar}$ ($t'$ the time, $E=\hbar^2k^2/2m$ the energy of a particle of mass $m$) and $k>0$, the wave $e^{ikx}$ moves away from the vertex and $e^{-ikx}$ towards it. The waves on the incoming lead, the outgoing lead and the stub are

$$f(x)=e^{-ikx}+r\,e^{ikx},\qquad g(x)=t\,e^{ikx},\qquad h(x)=A\sin\big(k(L-x)\big).$$

Their derivatives are

$$f'(x)=-ik\big(e^{-ikx}-r\,e^{ikx}\big),\qquad g'(x)=ik\,g(x),\qquad h'(x)=-kA\cos\big(k(L-x)\big).$$

Differentiating once more gives $f''=(-ik)^2f=-k^2f$, $g''=(ik)^2g=-k^2g$ and $h''=-k^2h$, so each wave solves the free equation $\psi''=-k^2\psi$, and $h(L)=0$.

The Kirchhoff condition asks that $f(0)=g(0)=h(0)$ and $f'(0)+g'(0)+h'(0)=0$. The values are $1+r$, $t$ and $A\sin kL$, which gives the first two matching equations. The derivatives add up to

$$ik(r-1)+ikt-kA\cos kL=k\,\big[i(r-1)+it-A\cos kL\big],$$

and for $k\neq0$ this vanishes exactly when the third matching equation holds at $\theta=kL$.

To solve, insert $r=t-1$ into the third equation: $i(t-2)+it=A\cos\theta$, that is $2it-A\cos\theta=2i$. Inserting $t=A\sin\theta$ gives $A\,(2i\sin\theta-\cos\theta)=2i$, or $AD=2i$. For real $\theta$ the real part of $D$ is $-\cos\theta$ and the imaginary part is $2\sin\theta$, so

$$|D|^2=4\sin^2\theta+\cos^2\theta=1+3\sin^2\theta>0 .$$

Division by $D$ is therefore allowed: $A=2i/D$, then $t=A\sin\theta=2i\sin\theta/D$, and $r=t-1=(2i\sin\theta-D)/D=\cos\theta/D$. Conversely these values solve the system. Multiplied by $D$, the first equation reads $D+\cos\theta=2i\sin\theta$, the second $2i\sin\theta=2i\sin\theta$, and the third $i(\cos\theta-D)+i\cdot2i\sin\theta=2i\cos\theta$, which holds because $\cos\theta-D=2\cos\theta-2i\sin\theta$. Taking squared moduli gives $|t|^2=4\sin^2\theta/|D|^2$ and $|r|^2=\cos^2\theta/|D|^2$, whose numerators add up to $|D|^2$. A quotient with nonzero denominator vanishes only with its numerator, so $t=0$ exactly when $\sin\theta=0$ and $r=0$ exactly when $\cos\theta=0$.

## The file

```lean
import Mathlib

open Complex

namespace DirichletStub

noncomputable section

/-- Wave on the incoming lead at distance `x` from the vertex: a unit incoming wave plus a
reflected wave of amplitude `r`. -/
def leftWave (k : ℝ) (r : ℂ) (x : ℝ) : ℂ := cexp (-(I * k) * x) + r * cexp (I * k * x)

/-- Wave on the outgoing lead at distance `x` from the vertex, with transmitted amplitude `t`. -/
def rightWave (k : ℝ) (t : ℂ) (x : ℝ) : ℂ := t * cexp (I * k * x)

/-- Standing wave `A sin(k(L - x))` on the stub of length `L`, at distance `x` from the vertex. -/
def stubWave (k L : ℝ) (A : ℂ) (x : ℝ) : ℂ := A * (Real.sin (k * (L - x)) : ℂ)

/-- `ψ` solves the free stationary wave equation `ψ'' = -k² ψ`. -/
def IsFreeWave (k : ℝ) (ψ : ℝ → ℂ) : Prop :=
  ∃ ψ' : ℝ → ℂ, ∀ x, HasDerivAt ψ (ψ' x) x ∧ HasDerivAt ψ' (-((k : ℂ) ^ 2) * ψ x) x

/-- Kirchhoff condition for three edges meeting at `x = 0`: the values agree and the outward
derivatives sum to zero. -/
def Kirchhoff (f g h : ℝ → ℂ) : Prop :=
  f 0 = g 0 ∧ g 0 = h 0 ∧
    ∃ a b c : ℂ, HasDerivAt f a 0 ∧ HasDerivAt g b 0 ∧ HasDerivAt h c 0 ∧ a + b + c = 0

/-- The matching equations `1 + r = t = A sin θ` and `i(r - 1) + i t = A cos θ`. -/
def Matching (θ : ℝ) (r t A : ℂ) : Prop :=
  1 + r = t ∧ t = A * (Real.sin θ : ℂ) ∧ I * (r - 1) + I * t = A * (Real.cos θ : ℂ)

/-- The common denominator `D = 2i sin θ - cos θ` of the scattering amplitudes. -/
def stubDenom (θ : ℝ) : ℂ := 2 * I * (Real.sin θ : ℂ) - (Real.cos θ : ℂ)

/-- The wave `exp(c x)` of a real coordinate `x` has derivative `c exp(c x)`. -/
theorem plane_deriv (c : ℂ) (x : ℝ) :
    HasDerivAt (fun y : ℝ => cexp (c * y)) (c * cexp (c * x)) x := by
  have h : HasDerivAt (fun z : ℂ => cexp (c * z)) (c * cexp (c * x)) (x : ℂ) :=
    (((hasDerivAt_id' (x : ℂ)).const_mul c).cexp).congr_deriv
      (by ring)
  exact h.comp_ofReal

/-- Outward derivatives of the waves on the two leads and on the stub. -/
theorem edge_derivs (k L : ℝ) (r t A : ℂ) (x : ℝ) :
    HasDerivAt (leftWave k r) (-(I * k) * leftWave k (-r) x) x ∧
    HasDerivAt (rightWave k t) (I * k * rightWave k t x) x ∧
    HasDerivAt (stubWave k L A) (-(k * A * (Real.cos (k * (L - x)) : ℂ))) x := by
  have hu : HasDerivAt (fun y : ℝ => k * (L - y)) (-k) x :=
    (((hasDerivAt_id' x).const_sub L).const_mul k).congr_deriv (by ring)
  refine ⟨?_, ?_, ?_⟩
  · exact ((plane_deriv (-(I * k)) x).fun_add
      ((plane_deriv (I * k) x).const_mul r)).congr_deriv (by unfold leftWave; ring)
  · exact ((plane_deriv (I * k) x).const_mul t).congr_deriv (by unfold rightWave; ring)
  · exact (hu.sin.ofReal_comp.const_mul A).congr_deriv (by push_cast; ring)

/-- All three edge waves solve `ψ'' = -k² ψ`, and the stub wave vanishes at the end `x = L`. -/
theorem edge_waves_free (k L : ℝ) (r t A : ℂ) :
    IsFreeWave k (leftWave k r) ∧ IsFreeWave k (rightWave k t) ∧
    IsFreeWave k (stubWave k L A) ∧ stubWave k L A L = 0 := by
  refine ⟨⟨fun x => -(I * k) * leftWave k (-r) x, fun x => ⟨(edge_derivs k L r t A x).1, ?_⟩⟩,
    ⟨fun x => I * k * rightWave k t x, fun x => ⟨(edge_derivs k L r t A x).2.1, ?_⟩⟩,
    ⟨fun x => -(k * A * (Real.cos (k * (L - x)) : ℂ)),
      fun x => ⟨(edge_derivs k L r t A x).2.2, ?_⟩⟩, by simp [stubWave]⟩
  · refine ((edge_derivs k L (-r) t A x).1.const_mul (-(I * k))).congr_deriv ?_
    rw [neg_neg]
    linear_combination ((k : ℂ) ^ 2 * leftWave k r x) * I_mul_I
  · refine ((edge_derivs k L r t A x).2.1.const_mul (I * k)).congr_deriv ?_
    linear_combination ((k : ℂ) ^ 2 * rightWave k t x) * I_mul_I
  · have hu : HasDerivAt (fun y : ℝ => k * (L - y)) (-k) x :=
      (((hasDerivAt_id' x).const_sub L).const_mul k).congr_deriv (by ring)
    refine (hu.cos.ofReal_comp.const_mul ((k : ℂ) * A)).fun_neg.congr_deriv ?_
    unfold stubWave
    push_cast
    ring

/-- For `k ≠ 0` the edge waves obey the Kirchhoff condition exactly when the amplitudes solve
the matching equations with `θ = kL`. -/
theorem kirchhoff_iff_matching {k : ℝ} (hk : k ≠ 0) (L : ℝ) (r t A : ℂ) :
    Kirchhoff (leftWave k r) (rightWave k t) (stubWave k L A) ↔ Matching (k * L) r t A := by
  have hk' : (k : ℂ) ≠ 0 := ofReal_ne_zero.mpr hk
  have hl : ∀ r : ℂ, leftWave k r 0 = 1 + r := fun r => by simp [leftWave]
  have hr : rightWave k t 0 = t := by simp [rightWave]
  have hs : stubWave k L A 0 = A * (Real.sin (k * L) : ℂ) := by simp [stubWave]
  obtain ⟨d1, d2, d3⟩ := edge_derivs k L r t A 0
  rw [hl] at d1
  rw [hr] at d2
  rw [sub_zero] at d3
  unfold Kirchhoff Matching
  rw [hl, hr, hs]
  constructor
  · rintro ⟨h1, h2, a, b, c, ha, hb, hc, hsum⟩
    rw [ha.unique d1, hb.unique d2, hc.unique d3] at hsum
    -- the derivative condition carries an overall factor k
    refine ⟨h1, h2, mul_left_cancel₀ hk' ?_⟩
    linear_combination hsum
  · rintro ⟨h1, h2, h3⟩
    refine ⟨h1, h2, _, _, _, d1, d2, d3, ?_⟩
    linear_combination (k : ℂ) * h3

/-- The denominator has `|D|² = 4 sin²θ + cos²θ` and is nonzero for every real `θ`. -/
theorem stubDenom_normSq (θ : ℝ) :
    normSq (stubDenom θ) = 4 * Real.sin θ ^ 2 + Real.cos θ ^ 2 ∧ stubDenom θ ≠ 0 := by
  have gen : ∀ s c : ℝ, normSq (2 * I * (s : ℂ) - (c : ℂ)) = 4 * s ^ 2 + c ^ 2 := by
    intro s c
    simp [normSq_apply]
    ring
  have h : normSq (stubDenom θ) = 4 * Real.sin θ ^ 2 + Real.cos θ ^ 2 := gen _ _
  refine ⟨h, normSq_pos.mp ?_⟩
  rw [h]
  nlinarith [Real.sin_sq_add_cos_sq θ, sq_nonneg (Real.sin θ)]

/-- The matching equations hold exactly when `r = cos θ / D`, `t = 2i sin θ / D` and
`A = 2i / D`. -/
theorem matching_iff (θ : ℝ) (r t A : ℂ) :
    Matching θ r t A ↔ r = (Real.cos θ : ℂ) / stubDenom θ ∧
      t = 2 * I * (Real.sin θ : ℂ) / stubDenom θ ∧ A = 2 * I / stubDenom θ := by
  have hD := (stubDenom_normSq θ).2
  have hdef : stubDenom θ = 2 * I * (Real.sin θ : ℂ) - (Real.cos θ : ℂ) := rfl
  rw [eq_div_iff hD, eq_div_iff hD, eq_div_iff hD]
  constructor
  · rintro ⟨h1, h2, h3⟩
    -- eliminate r and t to find the stub amplitude
    have hA : A * stubDenom θ = 2 * I := by
      linear_combination h3 - I * h1 - 2 * I * h2 + A * hdef
    have ht : t * stubDenom θ = 2 * I * (Real.sin θ : ℂ) := by
      linear_combination stubDenom θ * h2 + (Real.sin θ : ℂ) * hA
    exact ⟨by linear_combination stubDenom θ * h1 + ht - hdef, ht, hA⟩
  · rintro ⟨hr, ht, hA⟩
    refine ⟨mul_right_cancel₀ hD ?_, mul_right_cancel₀ hD ?_, mul_right_cancel₀ hD ?_⟩
    · linear_combination hr - ht + hdef
    · linear_combination ht - (Real.sin θ : ℂ) * hA
    · linear_combination I * hr + I * ht - (Real.cos θ : ℂ) * hA - I * hdef

/-- For every real `θ` the matching equations have exactly one solution, and it has
`|t|² = 4 sin²θ / (4 sin²θ + cos²θ)` and `|r|² = cos²θ / (4 sin²θ + cos²θ)`. -/
theorem stub_transmission (θ : ℝ) :
    (∃! p : ℂ × ℂ × ℂ, Matching θ p.1 p.2.1 p.2.2) ∧
    ∀ r t A : ℂ, Matching θ r t A →
      ‖t‖ ^ 2 = 4 * Real.sin θ ^ 2 / (4 * Real.sin θ ^ 2 + Real.cos θ ^ 2) ∧
      ‖r‖ ^ 2 = Real.cos θ ^ 2 / (4 * Real.sin θ ^ 2 + Real.cos θ ^ 2) := by
  constructor
  · refine ⟨((Real.cos θ : ℂ) / stubDenom θ, 2 * I * (Real.sin θ : ℂ) / stubDenom θ,
      2 * I / stubDenom θ), (matching_iff θ _ _ _).mpr ⟨rfl, rfl, rfl⟩, ?_⟩
    rintro ⟨r, t, A⟩ h
    obtain ⟨hr, ht, hA⟩ := (matching_iff θ r t A).mp h
    exact Prod.ext hr (Prod.ext ht hA)
  · intro r t A h
    obtain ⟨hr, ht, -⟩ := (matching_iff θ r t A).mp h
    have hn := (stubDenom_normSq θ).1
    have gen : ∀ s : ℝ, normSq (2 * I * (s : ℂ)) = 4 * s ^ 2 := by
      intro s
      simp [normSq_apply]
      ring
    constructor
    · rw [ht, Complex.sq_norm, map_div₀, hn, gen]
    · rw [hr, Complex.sq_norm, map_div₀, hn, normSq_ofReal, ← pow_two]

/-- For `k ≠ 0` exactly one set of amplitudes makes the edge waves obey the Kirchhoff
condition, and then `|t|² = 4 sin²(kL) / (4 sin²(kL) + cos²(kL))`. -/
theorem graph_transmission {k : ℝ} (hk : k ≠ 0) (L : ℝ) :
    (∃! p : ℂ × ℂ × ℂ,
      Kirchhoff (leftWave k p.1) (rightWave k p.2.1) (stubWave k L p.2.2)) ∧
    ∀ r t A : ℂ, Kirchhoff (leftWave k r) (rightWave k t) (stubWave k L A) →
      ‖t‖ ^ 2 = 4 * Real.sin (k * L) ^ 2 / (4 * Real.sin (k * L) ^ 2 + Real.cos (k * L) ^ 2) := by
  simp only [kirchhoff_iff_matching hk]
  exact ⟨(stub_transmission _).1, fun r t A h => ((stub_transmission _).2 r t A h).1⟩

/-- Flux conservation: reflection and transmission probabilities add up to one. -/
theorem flux_conservation {θ : ℝ} {r t A : ℂ} (h : Matching θ r t A) :
    ‖r‖ ^ 2 + ‖t‖ ^ 2 = 1 := by
  obtain ⟨ht, hr⟩ := (stub_transmission θ).2 r t A h
  have hpos : 0 < 4 * Real.sin θ ^ 2 + Real.cos θ ^ 2 := by
    nlinarith [Real.sin_sq_add_cos_sq θ, sq_nonneg (Real.sin θ)]
  rw [ht, hr, ← add_div, div_eq_one_iff_eq hpos.ne']
  ring

/-- The transmitted amplitude vanishes exactly when `θ` is a multiple of `π`, and the reflected
amplitude vanishes exactly when `θ` is an odd multiple of `π / 2`. -/
theorem antiresonance_and_resonance {θ : ℝ} {r t A : ℂ} (h : Matching θ r t A) :
    (t = 0 ↔ ∃ n : ℤ, (n : ℝ) * Real.pi = θ) ∧
    (r = 0 ↔ ∃ n : ℤ, θ = (2 * (n : ℝ) + 1) * Real.pi / 2) := by
  obtain ⟨hr, ht, -⟩ := (matching_iff θ r t A).mp h
  have hD := (stubDenom_normSq θ).2
  constructor
  · rw [ht, div_eq_zero_iff, or_iff_left hD, mul_eq_zero,
      or_iff_right (mul_ne_zero two_ne_zero I_ne_zero), ofReal_eq_zero]
    exact Real.sin_eq_zero_iff
  · rw [hr, div_eq_zero_iff, or_iff_left hD, ofReal_eq_zero]
    exact Real.cos_eq_zero_iff

end

end DirichletStub
```

```lean
#print axioms DirichletStub.stub_transmission
#print axioms DirichletStub.graph_transmission
#print axioms DirichletStub.flux_conservation
#print axioms DirichletStub.antiresonance_and_resonance
```

```
'DirichletStub.stub_transmission' depends on axioms: [propext, Classical.choice, Quot.sound]
'DirichletStub.graph_transmission' depends on axioms: [propext, Classical.choice, Quot.sound]
'DirichletStub.flux_conservation' depends on axioms: [propext, Classical.choice, Quot.sound]
'DirichletStub.antiresonance_and_resonance' depends on axioms: [propext, Classical.choice, Quot.sound]
```

## Reading the statements

The functions `leftWave`, `rightWave` and `stubWave` are $f$, $g$ and $h$, with real `k`, `L`, `x` and complex `r`, `t`, `A`. The incoming amplitude is fixed at one and both leads carry the same $k$, so `‖t‖ ^ 2` and `‖r‖ ^ 2` are already the transmission and reflection probabilities. `HasDerivAt ψ (ψ' x) x` says that `ψ` is differentiable at `x` with derivative `ψ' x`. `IsFreeWave k ψ` asks for a function `ψ'` that is the derivative of `ψ` everywhere and whose own derivative is $-k^2\psi$. `Kirchhoff f g h` is the equality of the three values at `0` together with the existence of three derivatives `a`, `b`, `c` there that sum to zero; since all coordinates point outward, all three enter with a plus sign. `Matching θ r t A` is the system of three equations and `stubDenom θ` is $D$.

The theorem `stub_transmission` has no hypothesis beyond real `θ`. Its first half, `∃! p : ℂ × ℂ × ℂ, Matching θ p.1 p.2.1 p.2.2`, says that exactly one triple solves the system, with `p.1`, `p.2.1`, `p.2.2` standing for $r$, $t$, $A$. Its second half gives $|t|^2$ and $|r|^2$ for any solution. The theorem `graph_transmission` assumes `hk : k ≠ 0` and states unique solvability and the formula for $|t|^2$ for the Kirchhoff problem of the edge waves; it does not repeat the formula for $|r|^2$. That formula, `flux_conservation` and `antiresonance_and_resonance` are stated for `Matching`, and `kirchhoff_iff_matching` carries them over to the edge waves when $k\neq0$.

## How the proof follows the derivation

`plane_deriv` differentiates $e^{cz}$, for a complex constant $c$, in a complex variable $z$ and restricts to the real axis with `comp_ofReal`. `edge_derivs` builds $f'$, $g'$, $h'$ from it and from the chain rule for $k(L-x)$. It writes $f'$ as `-(I * k) * leftWave k (-r) x`, so `edge_waves_free` obtains $f''$ by applying the same lemma with $-r$; the step $(\pm ik)^2=-k^2$ is the `linear_combination` with `I_mul_I`.

In `kirchhoff_iff_matching`, `hl`, `hr` and `hs` are the values at the vertex. The numbers `a`, `b`, `c` in the definition are identified with the computed derivatives by uniqueness of the derivative (`ha.unique d1` and its two companions), and `mul_left_cancel₀ hk'` is the division by $k$. The converse direction multiplies the third equation by $k$.

`stubDenom_normSq` computes `normSq`, the squared modulus, from real and imaginary parts, and `nlinarith` gets positivity from $\sin^2\theta+\cos^2\theta=1$ and $\sin^2\theta\ge0$. `matching_iff` first clears the denominators with `eq_div_iff hD`. The elimination that gives $AD=2i$ is `hA`: the combination `h3 - I * h1 - 2 * I * h2` removes $r$ and $t$ from the third equation. Then `ht` is $t=A\sin\theta$ multiplied by $D$, and $rD=\cos\theta$ follows from $1+r=t$. The converse checks the three equations multiplied by $D$ and cancels $D$. In `stub_transmission` the explicit triple is the witness, uniqueness is the forward direction of `matching_iff`, and `map_div₀` splits the squared modulus of a quotient. The zeros come from `div_eq_zero_iff` followed by `Real.sin_eq_zero_iff` and `Real.cos_eq_zero_iff`.

## What is established and what is assumed

The theorems are exact statements about one ideal vertex with three edges, one channel per edge, no potential and a real wave number. The form of the three waves is an ansatz: `edge_waves_free` shows that they solve the wave equation and that the stub wave meets the wall condition, but no theorem shows that every solution has this form, so uniqueness is uniqueness of $(r,t,A)$. The Kirchhoff condition is a definition and is not obtained as a limit of thin wires or of a lattice junction. The waves are defined on the whole real line and the derivative at the vertex is two-sided, which for these smooth functions agrees with the one-sided derivative on the edge. No sign is imposed on `L` or `k`. For $L=0$ the formulas give $t=0$, since the wall then sits at the vertex, and for $k<0$ the labels incoming and outgoing change places. Only incidence from one lead is treated, so `flux_conservation` concerns one column of the scattering matrix and not its unitarity. Rounding, discretisation error and the conditioning of the linear system lie beyond the statements.

The counter-example and the alternative below were worked out on paper and are not theorems of the file.

At $k=0$ the waves are the constants $f=1+r$, $g=t$, $h=0$, and all derivatives vanish. The Kirchhoff condition reduces to $t=0$, $r=-1$ with $A$ arbitrary, so $(-1,0,0)$ and $(-1,0,1)$ are two different solutions and the uniqueness in `graph_transmission` fails. The equivalence with `Matching` fails as well, because at $\theta=0$ the third equation fixes $A=-2i$. The formula for $|t|^2$ survives, both sides being zero.

The stub could also be modelled by eliminating $A$ in advance and treating the branch as an energy-dependent vertex term. Since $h'(0)/h(0)=-k\cot\theta$, the conditions become $1+r=t$ and $i(r-1)+it=t\cot\theta$, with solution $t=2i/(2i-\cot\theta)$. This has two unknowns in place of three and agrees with the result above wherever $\sin\theta\neq0$, but it needs that hypothesis and so omits exactly the transmission zeros. In Lean, where division by zero returns zero, the term $\cos\theta/\sin\theta$ would vanish at $\theta=n\pi$ and the equations would give $t=1$ where the graph has $t=0$; a floating-point code meets a very large or infinite coefficient there. Keeping $A$ as an unknown leaves all coefficients of the system bounded.
